# Virial relation for Thomas–Fermi energy minimisers in a power-law potential, without electron repulsion

Before one can say that a Thomas–Fermi density minimises the energy, one has to choose which densities it competes with. I want to ask for very little: only uniformly stretched or compressed copies of the density itself, rescaled to keep the particle number and close to the original.

Take a density $n\ge 0$ on $\mathbb R^d$, $d\ge1$, with kinetic energy $T=c\int n^{1+2/d}$ and potential energy $V=\int A\|x\|^p n$, where $c$, $A$ and $p$ are real constants and the integrals of $n$, $n^{1+2/d}$ and $\|x\|^p n$ are finite. I believe that a local minimum among those copies already forces $2T=pV$. Can this be proved rigorously and checked by machine, change of variables included?

## Stretching the density

Yes. For $l>0$ let $n_l(x)=l^d n(lx)$. Substituting $y=lx$, so that $dx=l^{-d}dy$, gives

$$\int n_l=\int n,\qquad T[n_l]=c\,l^{d+2}\int n(lx)^{1+2/d}dx=l^2T,$$

$$V[n_l]=\int A\|y/l\|^p n(y)\,dy=l^{-p}V.$$

The energy along the family is therefore $E(l)=l^2T+l^{-p}V$, and $E'(1)=2T-pV$ vanishes at a local minimum. For $p=-1$ this reads $V=-2T$, so the total energy is $-T$.

Conversely, suppose $2T=pV$, $p\ge-2$ and $c\ge0$, hence $T\ge0$. Then

$$E(l)-E(1)=V\left[l^{-p}-1+\tfrac p2(l^2-1)\right].$$

- For $-2\le p<0$ we have $V\le0$. Weighted AM–GM gives $l^{-p}=(l^2)^{-p/2}\,1^{1+p/2}\le-\tfrac p2l^2+1+\tfrac p2$, so the bracket is $\le0$.
- For $p=0$ the bracket is zero.
- For $p>0$ we have $V\ge0$. From $l^{-p}\ge1-p\ln l$ and $2\ln l\le l^2-1$, the bracket is $\ge0$.

In every case $E(l)\ge E(1)$.

Finally, $n_l$ obeys the relation when $2l^2T=p\,l^{-p}V$, that is, $l^{p+2}=pV/(2T)$. This has a positive solution if $T>0$, $pV>0$ and $p\ne-2$.

## What the Lean theorems say

`Space d` is Euclidean space, a density is a real function on it, and `dilate l n` is $n_l$. `Admissible p n` collects non-negativity and the three finite integrals; `Integrable` also supplies measurability. The constant `c` stands for the kinetic-energy coefficient of a uniform non-interacting Fermi gas, set by $\hbar$, the particle mass, the spin degeneracy and the dimension $d$; its value is left free. For $p<0$, Lean gives the potential the value 0 at the origin, a single point that does not affect the integral.

In `virial`, the hypothesis `hmin` says that for all $l$ near 1, if $n_l$ is admissible, its energy is no lower than that of $n$. `virial_of_minimiser` assumes instead a minimum over all admissible densities with the same particle number, and `coulomb_energy` specialises it to three dimensions and $-Z/\|x\|$, which in atomic units is the potential energy of an electron in the field of a point nucleus of charge number $Z$.

That a minimiser exists is assumed. The energy contains no electron repulsion, exchange or gradient correction, and the theorems are about this density functional; they do not treat many-electron eigenstates or time averages. The converse, `minimal_of_virial`, compares $n$ only with its dilations. In orbital-free calculations, the relation can test a converged density for this model of non-interacting electrons in a single power-law potential. A minimiser must pass the test, but passing does not prove that a density is the minimiser: `exists_virial_dilation` shows that other densities can be stretched or compressed until they pass too.

```lean
import Mathlib

open MeasureTheory Filter Topology

namespace ThomasFermiVirial

noncomputable section

/-- Position space of dimension `d`. -/
abbrev Space (d : ℕ) := EuclideanSpace ℝ (Fin d)

variable {d : ℕ} {p l : ℝ} {n : Space d → ℝ}

/-- The particle number, the integral of the density. -/
def particleNumber (n : Space d → ℝ) : ℝ := ∫ x, n x

/-- The Thomas-Fermi kinetic energy `c ∫ n^(1+2/d)`, for dimension `d ≥ 1`. -/
def kineticEnergy (c : ℝ) (n : Space d → ℝ) : ℝ :=
  c * ∫ x, n x ^ (1 + 2 / (d : ℝ))

/-- The energy of the density in the external potential `A ‖x‖^p`
(for `p < 0` the potential is meant away from the origin). -/
def potentialEnergy (A p : ℝ) (n : Space d → ℝ) : ℝ :=
  ∫ x, A * ‖x‖ ^ p * n x

/-- The total energy, kinetic plus external, for dimension `d ≥ 1`. -/
def totalEnergy (c A p : ℝ) (n : Space d → ℝ) : ℝ :=
  kineticEnergy c n + potentialEnergy A p n

/-- The dilated density `l^d n(l x)`. -/
def dilate (l : ℝ) (n : Space d → ℝ) : Space d → ℝ := fun x => l ^ d * n (l • x)

/-- A density is admissible, in dimension `d ≥ 1`, if it is non-negative and the integrals of
`n`, `n^(1+2/d)` and `‖x‖^p n` are finite. -/
structure Admissible (p : ℝ) (n : Space d → ℝ) : Prop where
  nonneg : ∀ x, 0 ≤ n x
  finite_number : Integrable n
  finite_kinetic : Integrable fun x => n x ^ (1 + 2 / (d : ℝ))
  finite_potential : Integrable fun x => ‖x‖ ^ p * n x

/-- Change of variables `y = l x` in an integral over space, for `l > 0`. -/
theorem integral_dilation (f : Space d → ℝ) (hl : 0 < l) :
    ∫ x, f (l • x) = (l ^ d)⁻¹ * ∫ x, f x := by
  rw [Measure.integral_comp_smul volume f l, finrank_euclideanSpace_fin,
    abs_of_pos (inv_pos.2 (pow_pos hl d)), smul_eq_mul]

/-- Dilation by `l > 0` keeps the particle number. -/
theorem particleNumber_dilate (n : Space d → ℝ) (hl : 0 < l) :
    particleNumber (dilate l n) = particleNumber n := by
  simp only [particleNumber, dilate]
  rw [integral_const_mul, integral_dilation n hl, mul_inv_cancel_left₀ (pow_pos hl d).ne']

/-- In dimension `d ≥ 1`, dilation by `l > 0` multiplies the kinetic energy of a non-negative
density by `l^2`. -/
theorem kineticEnergy_dilate (c : ℝ) (hd : 1 ≤ d) (hl : 0 < l) (hn : ∀ x, 0 ≤ n x) :
    kineticEnergy c (dilate l n) = l ^ 2 * kineticEnergy c n := by
  have hd' : (d : ℝ) ≠ 0 := Nat.cast_ne_zero.2 (by omega)
  have h2 : (l ^ d) ^ (2 / (d : ℝ)) = l ^ 2 := by
    rw [← Real.rpow_natCast l d, ← Real.rpow_mul hl.le,
      show (d : ℝ) * (2 / (d : ℝ)) = 2 by field_simp, Real.rpow_two]
  -- the integrand picks up l^(d+2), the volume element gives back l^(-d)
  have hpt : ∀ x, dilate l n x ^ (1 + 2 / (d : ℝ))
      = (l ^ d * l ^ 2) * n (l • x) ^ (1 + 2 / (d : ℝ)) := by
    intro x
    rw [dilate, Real.mul_rpow (pow_pos hl d).le (hn _), Real.rpow_add (pow_pos hl d),
      Real.rpow_one, h2]
  have h : ∫ x, n (l • x) ^ (1 + 2 / (d : ℝ))
      = (l ^ d)⁻¹ * ∫ x, n x ^ (1 + 2 / (d : ℝ)) :=
    integral_dilation (fun y => n y ^ (1 + 2 / (d : ℝ))) hl
  have hc : l ^ d * (l ^ d)⁻¹ = 1 := mul_inv_cancel₀ (pow_pos hl d).ne'
  simp only [kineticEnergy, hpt]
  rw [integral_const_mul, h]
  linear_combination (c * l ^ 2 * ∫ x, n x ^ (1 + 2 / (d : ℝ))) * hc

/-- Dilation by `l > 0` multiplies the energy in the potential `A ‖x‖^p` by `l^(-p)`. -/
theorem potentialEnergy_dilate (A p : ℝ) (n : Space d → ℝ) (hl : 0 < l) :
    potentialEnergy A p (dilate l n) = l ^ (-p) * potentialEnergy A p n := by
  have hinv : l ^ (-p) * l ^ p = 1 := by
    rw [← Real.rpow_add hl, neg_add_cancel, Real.rpow_zero]
  have hpt : ∀ x, A * ‖x‖ ^ p * dilate l n x
      = (l ^ d * l ^ (-p)) * (A * ‖l • x‖ ^ p * n (l • x)) := by
    intro x
    rw [dilate, norm_smul, Real.norm_of_nonneg hl.le, Real.mul_rpow hl.le (norm_nonneg x)]
    linear_combination (-(A * ‖x‖ ^ p * l ^ d * n (l • x))) * hinv
  have h : ∫ x, A * ‖l • x‖ ^ p * n (l • x) = (l ^ d)⁻¹ * ∫ x, A * ‖x‖ ^ p * n x :=
    integral_dilation (fun y => A * ‖y‖ ^ p * n y) hl
  have hc : l ^ d * (l ^ d)⁻¹ = 1 := mul_inv_cancel₀ (pow_pos hl d).ne'
  simp only [potentialEnergy, hpt]
  rw [integral_const_mul, h]
  linear_combination (l ^ (-p) * ∫ x, A * ‖x‖ ^ p * n x) * hc

/-- Dilation by `l > 0` turns an admissible density into an admissible density. -/
theorem admissible_dilate (hl : 0 < l) (hn : Admissible p n) : Admissible p (dilate l n) where
  nonneg x := mul_nonneg (pow_pos hl d).le (hn.nonneg _)
  finite_number := (hn.finite_number.comp_smul hl.ne').const_mul (l ^ d)
  finite_kinetic := by
    refine ((hn.finite_kinetic.comp_smul hl.ne').const_mul
      ((l ^ d) ^ (1 + 2 / (d : ℝ)))).congr (Eventually.of_forall fun x => ?_)
    exact (Real.mul_rpow (pow_pos hl d).le (hn.nonneg _)).symm
  finite_potential := by
    have hinv : l ^ (-p) * l ^ p = 1 := by
      rw [← Real.rpow_add hl, neg_add_cancel, Real.rpow_zero]
    refine ((hn.finite_potential.comp_smul hl.ne').const_mul
      (l ^ d * l ^ (-p))).congr (Eventually.of_forall fun x => ?_)
    show (l ^ d * l ^ (-p)) * (‖l • x‖ ^ p * n (l • x)) = ‖x‖ ^ p * (l ^ d * n (l • x))
    rw [norm_smul, Real.norm_of_nonneg hl.le, Real.mul_rpow hl.le (norm_nonneg x)]
    linear_combination (‖x‖ ^ p * l ^ d * n (l • x)) * hinv

/-- Virial theorem: in dimension `d ≥ 1`, if the energy of an admissible density is a local
minimum at `l = 1` among its admissible dilations, then `2T = pV`. -/
theorem virial (c A : ℝ) (hd : 1 ≤ d) (hn : Admissible p n)
    (hmin : ∀ᶠ l in 𝓝 (1 : ℝ), Admissible p (dilate l n) →
      totalEnergy c A p n ≤ totalEnergy c A p (dilate l n)) :
    2 * kineticEnergy c n = p * potentialEnergy A p n := by
  -- along the dilations the energy is l^2 T + l^(-p) V
  have hloc : ∀ᶠ l in 𝓝 (1 : ℝ),
      (1 : ℝ) ^ 2 * kineticEnergy c n + (1 : ℝ) ^ (-p) * potentialEnergy A p n
        ≤ l ^ 2 * kineticEnergy c n + l ^ (-p) * potentialEnergy A p n := by
    filter_upwards [hmin, lt_mem_nhds (zero_lt_one (α := ℝ))] with l h hl
    have e := h (admissible_dilate hl hn)
    simp only [totalEnergy, kineticEnergy_dilate c hd hl hn.nonneg,
      potentialEnergy_dilate A p n hl] at e
    simpa only [one_pow, Real.one_rpow, one_mul] using e
  have hmin' : IsLocalMin (fun l : ℝ =>
      l ^ 2 * kineticEnergy c n + l ^ (-p) * potentialEnergy A p n) 1 := hloc
  -- its derivative at l = 1 is 2T - pV
  have hder : HasDerivAt (fun l : ℝ =>
      l ^ 2 * kineticEnergy c n + l ^ (-p) * potentialEnergy A p n)
      (2 * kineticEnergy c n - p * potentialEnergy A p n) 1 := by
    have h1 := (hasDerivAt_pow 2 (1 : ℝ)).mul_const (kineticEnergy c n)
    have h2 := (Real.hasDerivAt_rpow_const (x := 1) (p := -p)
      (Or.inl one_ne_zero)).mul_const (potentialEnergy A p n)
    refine (h1.fun_add h2).congr_deriv ?_
    simp only [Real.one_rpow, one_pow, Nat.cast_ofNat]
    ring
  linarith [hmin'.hasDerivAt_eq_zero hder]

/-- In dimension `d ≥ 1`, an admissible density of least energy among all admissible densities
with the same particle number obeys `2T = pV`. -/
theorem virial_of_minimiser (c A : ℝ) (hd : 1 ≤ d) (hn : Admissible p n)
    (hmin : ∀ m : Space d → ℝ, Admissible p m → particleNumber m = particleNumber n →
      totalEnergy c A p n ≤ totalEnergy c A p m) :
    2 * kineticEnergy c n = p * potentialEnergy A p n := by
  refine virial c A hd hn ?_
  filter_upwards [lt_mem_nhds (zero_lt_one (α := ℝ))] with l hl hadm
  exact hmin _ hadm (particleNumber_dilate n hl)

/-- In three dimensions, an admissible density of least energy at fixed particle number in the
potential `-Z/‖x‖`, without electron repulsion, has total energy `-T`. -/
theorem coulomb_energy (c Z : ℝ) {n : Space 3 → ℝ} (hn : Admissible (-1) n)
    (hmin : ∀ m : Space 3 → ℝ, Admissible (-1) m → particleNumber m = particleNumber n →
      totalEnergy c (-Z) (-1) n ≤ totalEnergy c (-Z) (-1) m) :
    totalEnergy c (-Z) (-1) n = -kineticEnergy c n := by
  have h := virial_of_minimiser c (-Z) (by norm_num) hn hmin
  rw [totalEnergy]
  linarith

/-- Converse: for `d ≥ 1`, `c ≥ 0` and `p ≥ -2`, an admissible density with `2T = pV` has the
least energy among all its dilations by `l > 0`, and these are admissible. -/
theorem minimal_of_virial {c A : ℝ} (hd : 1 ≤ d) (hc : 0 ≤ c) (hp : -2 ≤ p)
    (hn : Admissible p n) (hv : 2 * kineticEnergy c n = p * potentialEnergy A p n)
    (hl : 0 < l) :
    Admissible p (dilate l n) ∧ totalEnergy c A p n ≤ totalEnergy c A p (dilate l n) := by
  refine ⟨admissible_dilate hl hn, ?_⟩
  have hT : 0 ≤ kineticEnergy c n :=
    mul_nonneg hc (integral_nonneg fun x => Real.rpow_nonneg (hn.nonneg x) _)
  simp only [totalEnergy, kineticEnergy_dilate c hd hl hn.nonneg,
    potentialEnergy_dilate A p n hl]
  generalize kineticEnergy c n = T at *
  generalize potentialEnergy A p n = V at *
  have key : 0 ≤ V * (l ^ (-p) - 1 + p / 2 * (l ^ 2 - 1)) := by
    rcases lt_trichotomy p 0 with h | h | h
    · -- attractive inverse powers: weighted AM-GM for l^2 and 1
      have hV : V ≤ 0 := by
        by_contra hcon
        nlinarith [mul_pos (neg_pos.2 h) (not_le.1 hcon)]
      have hs : l ^ (-p) = (l ^ 2) ^ (-p / 2) := by
        rw [← Real.rpow_natCast l 2, ← Real.rpow_mul hl.le]
        congr 1
        push_cast
        ring
      have am := Real.geom_mean_le_arith_mean2_weighted (w₁ := -p / 2) (w₂ := 1 + p / 2)
        (p₁ := l ^ 2) (p₂ := 1) (by linarith) (by linarith) (by positivity) zero_le_one
        (by ring)
      simp only [Real.one_rpow, mul_one] at am
      rw [← hs] at am
      nlinarith [mul_nonneg (neg_nonneg.2 hV) (sub_nonneg.2 am)]
    · simp [h]
    · -- confining powers: exp y ≥ 1 + y and log y ≤ y - 1
      have hV : 0 ≤ V := by
        by_contra hcon
        nlinarith [mul_pos h (neg_pos.2 (not_le.1 hcon))]
      have h1 := Real.add_one_le_exp (Real.log l * -p)
      rw [← Real.rpow_def_of_pos hl] at h1
      have h2 := Real.log_le_sub_one_of_pos (pow_pos hl 2)
      rw [Real.log_pow] at h2
      push_cast at h2
      exact mul_nonneg hV (by nlinarith [mul_le_mul_of_nonneg_left h2 h.le])
  have e : l ^ 2 * T + l ^ (-p) * V - (T + V)
      = V * (l ^ (-p) - 1 + p / 2 * (l ^ 2 - 1)) := by
    linear_combination ((l ^ 2 - 1) / 2) * hv
  linarith

/-- For `d ≥ 1` and `p ≠ -2`, every admissible density with `T > 0` and `pV > 0` has an
admissible dilation that obeys the virial relation. -/
theorem exists_virial_dilation {c A : ℝ} (hd : 1 ≤ d) (hp : p ≠ -2) (hn : Admissible p n)
    (hT : 0 < kineticEnergy c n) (hV : 0 < p * potentialEnergy A p n) :
    ∃ l : ℝ, 0 < l ∧ Admissible p (dilate l n) ∧
      2 * kineticEnergy c (dilate l n) = p * potentialEnergy A p (dilate l n) := by
  have h2 : p + 2 ≠ 0 := fun h => hp (by linarith)
  have hr : 0 < p * potentialEnergy A p n / (2 * kineticEnergy c n) :=
    div_pos hV (mul_pos two_pos hT)
  -- the dilation factor solves l^(p+2) = pV/(2T)
  obtain ⟨l, hl, hlp⟩ : ∃ l : ℝ, 0 < l ∧
      l ^ (p + 2) = p * potentialEnergy A p n / (2 * kineticEnergy c n) :=
    ⟨_, Real.rpow_pos_of_pos hr (p + 2)⁻¹, by
      rw [← Real.rpow_mul hr.le, inv_mul_cancel₀ h2, Real.rpow_one]⟩
  refine ⟨l, hl, admissible_dilate hl hn, ?_⟩
  rw [Real.rpow_add hl, Real.rpow_two, eq_div_iff (mul_pos two_pos hT).ne'] at hlp
  have hinv : l ^ (-p) * l ^ p = 1 := by
    rw [← Real.rpow_add hl, neg_add_cancel, Real.rpow_zero]
  rw [kineticEnergy_dilate c hd hl hn.nonneg, potentialEnergy_dilate A p n hl]
  linear_combination l ^ (-p) * hlp - 2 * l ^ 2 * kineticEnergy c n * hinv

end

end ThomasFermiVirial
```

```lean
#print axioms ThomasFermiVirial.coulomb_energy
#print axioms ThomasFermiVirial.minimal_of_virial
#print axioms ThomasFermiVirial.exists_virial_dilation
```

```
'ThomasFermiVirial.coulomb_energy' depends on axioms: [propext, Classical.choice, Quot.sound]
'ThomasFermiVirial.minimal_of_virial' depends on axioms: [propext, Classical.choice, Quot.sound]
'ThomasFermiVirial.exists_virial_dilation' depends on axioms: [propext, Classical.choice, Quot.sound]
```

## From the substitution to the derivative

`integral_dilation` is the substitution $y=lx$. The three lemmas `particleNumber_dilate`, `kineticEnergy_dilate` and `potentialEnergy_dilate` apply it after pulling the powers of $l$ out of the integrand. `admissible_dilate` shows that the stretched densities are genuine competitors, which discharges the condition inside `hmin`.

In `virial`, `hloc` rewrites the minimum as one of $l^2T+l^{-p}V$, `hder` computes the derivative at 1, and `IsLocalMin.hasDerivAt_eq_zero` sets it to zero. `virial_of_minimiser` reduces to this theorem because dilation keeps the particle number.

In `minimal_of_virial`, `key` is the sign of $V$ times the bracket, split by `lt_trichotomy` into the three cases above, and `e` is the formula for $E(l)-E(1)$. `exists_virial_dilation` takes the $(p+2)$-th root of $pV/(2T)$ as $l$ and substitutes it into the scaling laws.
